# The mean log-periodogram of k+1 averaged independent exponential samples is log S + H_k − γ − log(k+1)

When a transport coefficient is estimated from the logarithm of a flux periodogram, a constant is subtracted before the result is exponentiated. The Green–Kubo coefficient is proportional to the flux spectral density at zero frequency. One way to reach it from a molecular-dynamics run is to average several periodograms, take the logarithm, smooth over frequency and extrapolate to zero. Smoothing reduces the scatter, but it leaves in place the offset between the mean of the logarithm and the logarithm of the mean. For independent, exponentially distributed periodogram values with a common true spectral density, that offset is known exactly and depends only on how many values are averaged.

Let k be a natural number, starting from 0, and let k+1 be the number of averaged values. Write S > 0 for the true spectral density at the chosen frequency, H_k = 1 + 1/2 + … + 1/k for the harmonic number, with H_0 = 0, and γ ≈ 0.5772 for Euler's constant. All logarithms are natural. The offset is

H_k − γ − log(k+1).

For a single periodogram this is −γ, and exponentiating the uncorrected mean logarithm would give about 0.56 S. For three averaged values, such as the Cartesian components of a heat flux in an isotropic liquid treated as independent, it is about −0.176, which corresponds to a factor of about 0.84.

```lean
import Mathlib

open MeasureTheory Set Filter Topology

namespace LogPeriodogramBias

noncomputable section
```

## Exponential samples and their sum

For a stationary Gaussian flux and a long trajectory, the periodogram at a frequency away from zero and from the Nyquist limit is close to S times a unit exponential variable. The real and imaginary parts of the Fourier amplitude are then nearly independent Gaussian variables with mean zero and equal variance, and the sum of the squares of two such variables is exponentially distributed. This is the physical content of the exponential model, which is assumed here and not derived from the dynamics.

Let p_k(x) be the density, at x > 0, of the sum of k+1 independent unit exponential variables. One variable has density

p_0(x) = e^(−x).

If the first k+1 variables sum to t, the next one must supply x − t to reach the total x. Independence multiplies the two densities, and integrating over t gives

p_(k+1)(x) = ∫₀^x p_k(t) e^(−(x−t)) dt.

```lean
/-- Probability density, at `x > 0`, of the sum of `k + 1` independent unit exponential
samples, built by convolving with one more exponential density at each step. -/
def sumDensity : ℕ → ℝ → ℝ
  | 0, x => Real.exp (-x)
  | k + 1, x => ∫ t in (0 : ℝ)..x, sumDensity k t * Real.exp (-(x - t))
```

The function `sumDensity k` is p_k. The file contains no random variables or probability space: independence enters through the convolution, and expectations are integrals against this density over `Ioi (0 : ℝ)`, the open half-line x > 0. The definition accepts every real x, but it has its probabilistic meaning only for positive x.

The averaged periodogram is S x/(k+1), where x is the sum. Dividing by k+1 adds −log(k+1) to the mean logarithm, so the offset is given its own name:

b_k = H_k − γ − log(k+1).

```lean
/-- The number `H_k - γ - log (k + 1)`, with `H_k` the harmonic number and `γ` Euler's
constant. -/
def logBias (k : ℕ) : ℝ :=
  (harmonic k : ℝ) - Real.eulerMascheroniConstant - Real.log ((k : ℝ) + 1)
```

In `logBias`, Mathlib's `harmonic k` is a rational number and is converted to a real one. At this point b_k is only a number. Its role as a bias is established by the theorem on the mean log-periodogram below.

## The density in closed form

The claim is that

p_k(x) = x^k e^(−x) / k!.

For k = 0 this is the definition. If it holds for k, the two exponentials in the convolution combine, because e^(−t) e^(−(x−t)) = e^(−x) does not depend on t. Only a power is left to integrate:

p_(k+1)(x) = (e^(−x)/k!) ∫₀^x t^k dt
= (e^(−x)/k!) · x^(k+1)/(k+1)
= x^(k+1) e^(−x)/(k+1)!.

```lean
/-- For every real `x`, `sumDensity k x` equals `x ^ k * exp (-x) / k!`. For `x > 0` this is the
density of the sum of `k + 1` independent unit exponential samples. -/
theorem sumDensity_eq (k : ℕ) (x : ℝ) :
    sumDensity k x = x ^ k * Real.exp (-x) / (k.factorial : ℝ) := by
  induction k generalizing x with
  | zero => simp [sumDensity]
  | succ k ih =>
    -- the exponentials combine, so that only a power of `t` is left to integrate
    have h : ∀ t : ℝ, sumDensity k t * Real.exp (-(x - t)) =
        Real.exp (-x) / (k.factorial : ℝ) * t ^ k := by
      intro t
      have he : Real.exp (-x) = Real.exp (-t) * Real.exp (-(x - t)) := by
        rw [← Real.exp_add]
        congr 1
        ring
      rw [ih, he]
      ring
    rw [sumDensity]
    simp only [h]
    rw [intervalIntegral.integral_const_mul, integral_pow, zero_pow (Nat.succ_ne_zero k),
      sub_zero, Nat.factorial_succ, div_mul_div_comm]
    push_cast
    congr 1 <;> ring
```

The induction keeps x general, since the convolution needs the formula for k at every t between 0 and x. The local statement `h` combines the exponentials, `integral_pow` integrates the power, and `Nat.factorial_succ` absorbs the factor k+1 into the factorial.

## The logarithm as a derivative of the Gamma function

For s > 0, Euler's integral is

Γ(s) = ∫₀^∞ x^(s−1) e^(−x) dx.

Since the derivative of x^(s−1) with respect to s is x^(s−1) log x, differentiating under the integral sign gives

Γ′(s) = ∫₀^∞ x^(s−1) e^(−x) log x dx.

The interchange is allowed because, for s in a small interval around a positive value, the differentiated integrand is dominated by an integrable function. Near x = 0 the logarithm is too weak to spoil the convergence of x^(s−1), and at large x the exponential wins. At s = k+1 the right-hand side is the integral needed.

To evaluate the left-hand side, let ψ = Γ′/Γ. Taking the logarithmic derivative of Γ(s+1) = s Γ(s) gives

ψ(s+1) = ψ(s) + 1/s,

and hence

ψ(k+1) = ψ(1) + H_k.

The constant ψ(1) follows from the convexity of log Γ. For n ≥ 1, the difference log Γ(n+1) − log Γ(n) = log n lies between the slopes at the two ends:

ψ(n) ≤ log n ≤ ψ(n+1).

Because ψ(n+1) − ψ(n) = 1/n, this means

0 ≤ ψ(1) + H_n − log n ≤ 1/n.

Letting n grow, and using γ = lim (H_n − log n), gives ψ(1) = −γ. With Γ(k+1) = k!,

(1/k!) ∫₀^∞ x^k e^(−x) log x dx = Γ′(k+1)/Γ(k+1) = H_k − γ.

```lean
/-- The logarithmic Gamma integral: `(1/k!) ∫ x ^ k exp (-x) log x dx` over `x > 0` equals
`H_k - γ`. -/
theorem log_gamma_integral (k : ℕ) :
    1 / (k.factorial : ℝ) * ∫ x in Ioi (0 : ℝ), x ^ k * Real.exp (-x) * Real.log x =
      (harmonic k : ℝ) - Real.eulerMascheroniConstant := by
  have hk : (k.factorial : ℝ) ≠ 0 := Nat.cast_ne_zero.mpr k.factorial_ne_zero
  have hs : 0 < ((k : ℂ) + 1).re := by
    rw [Complex.add_re, Complex.natCast_re, Complex.one_re]
    positivity
  have hev : Complex.GammaIntegral =ᶠ[𝓝 ((k : ℂ) + 1)] Complex.Gamma := by
    filter_upwards [(isOpen_lt continuous_const Complex.continuous_re).mem_nhds hs] with s h
    exact (Complex.Gamma_eq_integral h).symm
  -- two expressions for the derivative of the Gamma function at `k + 1`
  have h3 := (Complex.hasDerivAt_GammaIntegral hs).unique
    ((Complex.hasDerivAt_Gamma_nat k).congr_of_eventuallyEq hev)
  have key : ∫ x in Ioi (0 : ℝ), x ^ k * Real.exp (-x) * Real.log x =
      (k.factorial : ℝ) * ((harmonic k : ℝ) - Real.eulerMascheroniConstant) := by
    apply Complex.ofReal_injective
    refine Eq.trans ?_ (h3.trans ?_)
    · rw [← integral_complex_ofReal]
      refine integral_congr_ae (Eventually.of_forall fun t => ?_)
      simp only [add_sub_cancel_right, Complex.cpow_natCast]
      push_cast
      ring
    · push_cast
      ring
  rw [key, one_div, inv_mul_cancel_left₀ hk]
```

The theorem `log_gamma_integral` states this last equation for every natural k. Its proof takes both derivative formulas from Mathlib, where they are stated for complex arguments. `Complex.hasDerivAt_GammaIntegral` differentiates Euler's integral, and `Complex.hasDerivAt_Gamma_nat` gives the value of the derivative at k+1. The statement `hev` says that Euler's integral and the Gamma function agree in a neighbourhood of k+1, so they have the same derivative there, and `unique` equates the two expressions. The rest of the proof returns from complex to real numbers and divides by k!.

## Mean logarithm, total mass and integrability

Inserting the closed form of the density turns the integral into a mean:

∫₀^∞ p_k(x) log x dx = (1/k!) ∫₀^∞ x^k e^(−x) log x dx = H_k − γ.

```lean
/-- The mean logarithm of the sum of `k + 1` independent unit exponential samples is
`H_k - γ`. -/
theorem mean_log_sum (k : ℕ) :
    ∫ x in Ioi (0 : ℝ), sumDensity k x * Real.log x =
      (harmonic k : ℝ) - Real.eulerMascheroniConstant := by
  have h : ∀ x : ℝ, sumDensity k x * Real.log x =
      1 / (k.factorial : ℝ) * (x ^ k * Real.exp (-x) * Real.log x) := by
    intro x
    rw [sumDensity_eq]
    ring
  simp only [h]
  rw [integral_const_mul, log_gamma_integral]
```

This is the mean logarithm of the sum, before division by k+1. The proof substitutes `sumDensity_eq`, moves the constant 1/k! outside the integral and applies the preceding theorem.

The density must also have unit mass, which is Euler's integral at s = k+1:

∫₀^∞ p_k(x) dx = Γ(k+1)/k! = 1.

```lean
/-- The density of the sum of exponential samples has total mass one. -/
theorem sumDensity_mass (k : ℕ) : ∫ x in Ioi (0 : ℝ), sumDensity k x = 1 := by
  have hk : (k.factorial : ℝ) ≠ 0 := Nat.cast_ne_zero.mpr k.factorial_ne_zero
  have h : ∀ x : ℝ, sumDensity k x =
      (k.factorial : ℝ)⁻¹ * (Real.exp (-x) * x ^ ((k : ℝ) + 1 - 1)) := by
    intro x
    rw [sumDensity_eq, add_sub_cancel_right, Real.rpow_natCast]
    ring
  simp only [h]
  rw [integral_const_mul, ← Real.Gamma_eq_integral (by positivity : (0 : ℝ) < (k : ℝ) + 1),
    Real.Gamma_nat_eq_factorial, inv_mul_cancel₀ hk]
```

Mathlib's Euler integral has a real exponent, so `h` first rewrites x^k as a real power with exponent (k+1) − 1. `Real.Gamma_nat_eq_factorial` then supplies Γ(k+1) = k!.

Splitting the logarithm of the periodogram will produce a sum of two integrals, which is legitimate when both converge. By hand, p_k(x) and p_k(x) log x are integrable near zero, where the logarithm is integrable, and at infinity, where the exponential dominates. The formal argument is shorter. Lean assigns the value 0 to the integral of a non-integrable function, so a non-zero value already proves integrability. The mass is 1. The mean logarithm is also non-zero, because

H_0 − γ = −γ < 0,

H_k − γ ≥ 1 − γ > 0 for k ≥ 1.

```lean
/-- Both the density of the sum and its product with the logarithm are integrable over
`x > 0`. -/
theorem sumDensity_integrable (k : ℕ) :
    IntegrableOn (fun x => sumDensity k x) (Ioi 0) ∧
      IntegrableOn (fun x => sumDensity k x * Real.log x) (Ioi 0) := by
  -- a non-integrable function would have integral zero, but neither integral vanishes
  constructor
  · by_contra h
    have h0 := sumDensity_mass k
    rw [integral_undef h] at h0
    exact zero_ne_one h0
  · by_contra h
    have h0 := mean_log_sum k
    rw [integral_undef h] at h0
    have hlow := Real.one_half_lt_eulerMascheroniConstant
    have hupp := Real.eulerMascheroniConstant_lt_two_thirds
    cases k with
    | zero =>
      rw [harmonic_zero, Rat.cast_zero] at h0
      linarith
    | succ n =>
      have h1 : ∀ m : ℕ, (1 : ℚ) ≤ harmonic (m + 1) := by
        intro m
        induction m with
        | zero => simp [harmonic]
        | succ m ih =>
          rw [harmonic_succ]
          have hp : (0 : ℚ) ≤ ((m + 1 + 1 : ℕ) : ℚ)⁻¹ := by positivity
          linarith
      have h2 : (1 : ℝ) ≤ (harmonic (n + 1) : ℝ) := by exact_mod_cast h1 n
      linarith
```

Each half of the proof assumes non-integrability and reaches a contradiction. For the logarithm, the bounds 1/2 < γ < 2/3 settle the two cases, and the inner induction `h1` shows that every harmonic number from H_1 onwards is at least 1.

## From the sum to the averaged periodogram

For x > 0 and S > 0,

log(S x/(k+1)) = log x + log S − log(k+1).

Only the first term is random. Multiplying by p_k(x) and integrating, with the mean logarithm and the total mass already known, gives

∫₀^∞ p_k(x) log(S x/(k+1)) dx
= (H_k − γ) + (log S − log(k+1)) · 1
= log S + b_k.

```lean
/-- For a true spectral density `S > 0`, the logarithm of the periodogram averaged over `k + 1`
independent exponential samples has mean `log S + logBias k`. -/
theorem mean_log_periodogram (k : ℕ) {S : ℝ} (hS : 0 < S) :
    ∫ x in Ioi (0 : ℝ), sumDensity k x * Real.log (S * (x / ((k : ℝ) + 1))) =
      Real.log S + logBias k := by
  obtain ⟨hd, hl⟩ := sumDensity_integrable k
  have hk : (0 : ℝ) < (k : ℝ) + 1 := by positivity
  -- the logarithm splits into a random part and a constant
  have hsplit : ∫ x in Ioi (0 : ℝ), sumDensity k x * Real.log (S * (x / ((k : ℝ) + 1))) =
      ∫ x in Ioi (0 : ℝ), (sumDensity k x * Real.log x +
        (Real.log S - Real.log ((k : ℝ) + 1)) * sumDensity k x) := by
    refine setIntegral_congr_fun measurableSet_Ioi fun x hx => ?_
    have hx' : 0 < x := hx
    show sumDensity k x * Real.log (S * (x / ((k : ℝ) + 1))) =
      sumDensity k x * Real.log x +
        (Real.log S - Real.log ((k : ℝ) + 1)) * sumDensity k x
    rw [Real.log_mul hS.ne' (div_pos hx' hk).ne', Real.log_div hx'.ne' hk.ne']
    ring
  have hadd : ∫ x in Ioi (0 : ℝ), (sumDensity k x * Real.log x +
        (Real.log S - Real.log ((k : ℝ) + 1)) * sumDensity k x) =
      (∫ x in Ioi (0 : ℝ), sumDensity k x * Real.log x) +
        ∫ x in Ioi (0 : ℝ), (Real.log S - Real.log ((k : ℝ) + 1)) * sumDensity k x :=
    integral_add hl (hd.const_mul _)
  rw [hsplit, hadd, integral_const_mul, mean_log_sum, sumDensity_mass, logBias]
  ring
```

In words, `mean_log_periodogram` says that for any number k+1 of averaged samples and any positive S, the expected log-periodogram is the true log-spectrum plus `logBias k`. The only hypothesis is `hS : 0 < S`; the exponential distribution and the independence are built into `sumDensity`. The convention for S is that each unaveraged periodogram value has mean S. A change of units shifts both sides by the same constant and leaves the bias unchanged.

In the proof, `hsplit` separates the logarithm at each positive x, `hadd` uses the two integrability results to split the integral, and the final rewriting inserts the mean logarithm and the unit mass.

The theorem concerns one frequency and a common S for all averaged samples. It does not treat correlated samples, spectral leakage from a finite trajectory, or the zero-frequency value of the periodogram itself, whose distribution is different. Subtracting b_k centres the estimate of log S, but the exponential of that estimate can still be biased as an estimate of S.

## Sign and decay of the bias

Let a_k = H_k − log(k+1), so that b_k = a_k − γ. Successive terms differ by

a_(k+1) − a_k = 1/(k+1) − log(1 + 1/(k+1)) > 0,

since log(1+u) < u for u > 0. The sequence therefore increases strictly. Its limit is γ, because H_k − log k tends to γ and log(k+1) − log k tends to zero. A strictly increasing sequence stays below its limit, so

b_k = a_k − γ < 0 for every k ≥ 0.

```lean
/-- The bias `logBias k` is strictly negative for every `k`. -/
theorem logBias_neg (k : ℕ) : logBias k < 0 := by
  have h := Real.eulerMascheroniSeq_lt_eulerMascheroniConstant k
  unfold Real.eulerMascheroniSeq at h
  unfold logBias
  linarith
```

The sequence a_k is Mathlib's `Real.eulerMascheroniSeq`, and the library already contains the strict inequality between its terms and γ. Unfolding the two definitions leaves a linear rearrangement. In this model, then, the uncorrected logarithm underestimates log S on average, however many samples are averaged.

The same limit gives the behaviour for large averages:

b_k = a_k − γ → γ − γ = 0 as k → ∞.

```lean
/-- The bias `logBias k` tends to zero as the number of averaged samples grows. -/
theorem logBias_tendsto_zero : Tendsto logBias atTop (𝓝 0) := by
  have h := Real.tendsto_eulerMascheroniSeq.sub_const Real.eulerMascheroniConstant
  rw [sub_self] at h
  refine h.congr fun k => ?_
  unfold Real.eulerMascheroniSeq logBias
  ring

end

end LogPeriodogramBias
```

Here `Tendsto logBias atTop (𝓝 0)` means that the bias comes as close to zero as desired once k is large enough. The proof subtracts γ from the library's convergent sequence and identifies the result term by term with `logBias`. The theorem gives the limit without a rate; for any particular number of samples, the exact correction is b_k itself.

```lean
#print axioms LogPeriodogramBias.mean_log_periodogram
#print axioms LogPeriodogramBias.logBias_neg
#print axioms LogPeriodogramBias.logBias_tendsto_zero
```

```
'LogPeriodogramBias.mean_log_periodogram' depends on axioms: [propext, Classical.choice, Quot.sound]
'LogPeriodogramBias.logBias_neg' depends on axioms: [propext, Classical.choice, Quot.sound]
'LogPeriodogramBias.logBias_tendsto_zero' depends on axioms: [propext, Classical.choice, Quot.sound]
```
